# A negative cubic term makes the quartic Landau transition first order

Q: Take \(F(x)=x^2-2x^3+x^4\) for an amplitude \(x\ge 0\). It factors as \(x^2(x-1)^2\), so it vanishes at \(x=0\) and \(x=1\) and is positive everywhere else. I see two degenerate minima with a barrier between them. How general is that?

A: Write the free energy as \(F(x)=ax^2-cx^3+bx^4\), with \(a\) real and \(b,c>0\). Your example has \(a=b=1\), \(c=2\). Since
\[
b\Big(x-\frac{c}{2b}\Big)^2=bx^2-cx+\frac{c^2}{4b},
\]
we can complete the square:
\[
F(x)=x^2\Big[(a-a_c)+b\Big(x-\frac{c}{2b}\Big)^2\Big],\qquad a_c=\frac{c^2}{4b}.
\]
For \(a>a_c\) the bracket is positive, so \(x=0\) is the only minimizer. At \(a=a_c\) we have \(F\ge 0\), with zeros exactly at \(0\) and \(c/(2b)\). Those are your two minima.

Q: And below \(a_c\)? A negative value at \(c/(2b)\) rules out zero, but it doesn't show that the minimizer is unique.

A: Use the stationary points. We have \(F'(x)=x(4bx^2-3cx+2a)\), and the larger root of the quadratic is
\[
X=\frac{3c+\sqrt{9c^2-32ab}}{8b}.
\]
If \(a<a_c\), then \(32ab<8c^2\), so the square root exceeds \(c\) and \(X>c/(2b)\). Now eliminate \(a\) from \(F(y)-F(X)\) with \(2a=3cX-4bX^2\). A factor \((y-X)^2\) comes out:
\[
F(y)-F(X)=(y-X)^2\Big[by^2+(2bX-c)y+\tfrac12X(2bX-c)\Big].
\]
Because \(2bX>c\), the bracket is positive for every \(y\ge0\). Hence \(X\) is the unique minimizer.

Q: What could produce such a cubic term in a superconductor? So far \(c\) is just a number.

A: Thermal fluctuations of the gauge field, the electromagnetic vector potential, can do so. Here \(x\) is the amplitude of the superconducting condensate. A gauge mode of wavenumber \(k\) and mass \(m>0\) contributes \(\tfrac12\log(k^2+m^2)\) to the free energy, in units of the thermal energy. Its derivative in \(m\) is \(m/(k^2+m^2)\). With the three-dimensional weight \(k^2\) and a cutoff \(\Lambda\),
\[
\int_0^\Lambda\frac{k^2m}{k^2+m^2}\,dk=\int_0^\Lambda\Big(m-\frac{m^3}{k^2+m^2}\Big)dk=m\Lambda-m^2\arctan\frac{\Lambda}{m}.
\]
The first term integrates to \(\tfrac12\Lambda m^2\). The condensate gives the gauge field a mass proportional to \(x\), so this only shifts \(a\). As \(\Lambda\to\infty\), the rest tends to \(-\tfrac{\pi}{2}m^2\), the derivative of \(-\tfrac{\pi}{6}m^3\), which is a negative cubic in \(x\).

Q: Then show me what the formal definitions say.

A: `landau` is \(F\), and `IsEquilibrium` means a global minimizer on the half-line, since \(x\) is the magnitude of the order parameter. A merely metastable minimum does not qualify. `orderedAmplitude` is \(X\), and `gaugeForce` is the cutoff integral, with the derivative taken inside it.

In Lean 4 with Mathlib:

```lean
import Mathlib

open Filter Topology

namespace GaugeFluctuationTransition

noncomputable section

/-- The Landau free energy `a x² - c x³ + b x⁴` of a condensate of amplitude `x`. -/
def landau (a b c x : ℝ) : ℝ := a * x ^ 2 - c * x ^ 3 + b * x ^ 4

/-- An equilibrium amplitude: a global minimizer of the free energy among amplitudes `x ≥ 0`. -/
def IsEquilibrium (a b c x : ℝ) : Prop :=
  0 ≤ x ∧ ∀ y, 0 ≤ y → landau a b c x ≤ landau a b c y

/-- A root of the stationarity condition `4 b x² - 3 c x + 2 a = 0`, for `b ≠ 0` and
`32 a b ≤ 9 c²`. If also `b, c > 0`, it is the amplitude of the ordered branch. -/
def orderedAmplitude (a b c : ℝ) : ℝ := (3 * c + √(9 * c ^ 2 - 32 * a * b)) / (8 * b)

/-- The derivative with respect to the mass `m` of the gauge-mode free energy `log (k² + m²) / 2`,
integrated over wavenumbers `0 ≤ k ≤ Λ` with the three-dimensional weight `k²`;
the domain is `m ≠ 0`, `Λ ≥ 0`. -/
def gaugeForce (Λ m : ℝ) : ℝ :=
  ∫ k in (0 : ℝ)..Λ, k ^ 2 * deriv (fun μ : ℝ => Real.log (k ^ 2 + μ ^ 2) / 2) m
```

Q: Does any theorem connect `gaugeForce` to the coefficient \(c\)?

A: No. The proportionality of \(m\) and \(x\), the number of polarizations and the phase-space prefactors are supplied by the physicist. The transition theorems take \(c>0\) as given, standing for the strength of the gauge-induced cubic, and \(b>0\), standing for stability at large amplitude. What the file does establish about the gauge modes is the integral and its limit.

In the first proof below, `hlog` differentiates the logarithm in the mass and `hF` checks an explicit antiderivative in \(k\). The fundamental theorem of calculus then gives the value.

```lean
/-- For a gauge field of mass `m > 0`, the integrated derivative with cutoff `Λ` is
`m Λ - m² arctan (Λ / m)`. -/
theorem gaugeForce_eq {m : ℝ} (hm : 0 < m) (Λ : ℝ) :
    gaugeForce Λ m = m * Λ - m ^ 2 * Real.arctan (Λ / m) := by
  have hlog (k : ℝ) : HasDerivAt (fun μ : ℝ => Real.log (k ^ 2 + μ ^ 2) / 2)
      (m / (k ^ 2 + m ^ 2)) m := by
    have h1 : HasDerivAt (fun μ : ℝ => k ^ 2 + μ ^ 2) (2 * m) m := by
      simpa using (hasDerivAt_pow 2 m).const_add (k ^ 2)
    have h0 : k ^ 2 + m ^ 2 ≠ 0 := by positivity
    exact ((h1.log h0).div_const 2).congr_deriv (by ring)
  -- an explicit antiderivative in the wavenumber
  have hF (k : ℝ) : HasDerivAt (fun k : ℝ => m * k - m ^ 2 * Real.arctan (k / m))
      (k ^ 2 * (m / (k ^ 2 + m ^ 2))) k := by
    have h1 := ((hasDerivAt_id' k).div_const m).arctan
    have h2 := ((hasDerivAt_id' k).const_mul m).fun_sub (h1.const_mul (m ^ 2))
    refine h2.congr_deriv ?_
    have hm2 : m ^ 2 ≠ 0 := by positivity
    have h0 : k ^ 2 + m ^ 2 ≠ 0 := by positivity
    have e : 1 + (k / m) ^ 2 = (k ^ 2 + m ^ 2) / m ^ 2 := by
      rw [div_pow, add_div, div_self hm2, add_comm]
    rw [e]
    field_simp
    ring
  have hcont : Continuous fun k : ℝ => k ^ 2 * (m / (k ^ 2 + m ^ 2)) :=
    (by fun_prop : Continuous fun k : ℝ => k ^ 2).mul
      (continuous_const.div (by fun_prop) fun k => by positivity)
  unfold gaugeForce
  simp_rw [fun k => (hlog k).deriv]
  rw [intervalIntegral.integral_eq_sub_of_hasDerivAt (fun k _ => hF k)
    (hcont.intervalIntegrable _ _)]
  simp
```

The limit follows because \(\Lambda/m\to\infty\) sends the arctangent to \(\pi/2\).

```lean
/-- For `m > 0`, once the term `m Λ` is subtracted, the integrated derivative tends to
`-(π/2) m²` as the cutoff is removed: the derivative of the cubic `-(π/6) m³`. -/
theorem gaugeForce_tendsto {m : ℝ} (hm : 0 < m) :
    Tendsto (fun Λ => gaugeForce Λ m - m * Λ) atTop (𝓝 (-m ^ 2 * (Real.pi / 2))) := by
  have hdiv : Tendsto (fun Λ : ℝ => Λ / m) atTop atTop := tendsto_id.atTop_div_const hm
  have h := (Real.tendsto_arctan_atTop.mono_right nhdsWithin_le_nhds).comp hdiv
  refine (h.const_mul (-m ^ 2)).congr fun Λ => ?_
  rw [gaugeForce_eq hm, Function.comp_apply]
  ring
```

Q: Now the minimization. Does it follow your algebra?

A: Yes. For the completed square, the proof writes \(c=2bs\), which clears the fractions and leaves a polynomial identity.

```lean
/-- Completing the square in the free energy, for `b > 0`. -/
theorem landau_eq_square {b : ℝ} (hb : 0 < b) (a c x : ℝ) :
    landau a b c x = x ^ 2 * ((a - c ^ 2 / (4 * b)) + b * (x - c / (2 * b)) ^ 2) := by
  obtain ⟨s, rfl⟩ : ∃ s, c = 2 * b * s := ⟨c / (2 * b), by field_simp⟩
  have h1 : 2 * b * s / (2 * b) = s := by
    rw [div_eq_iff (by positivity)]; ring
  have h2 : (2 * b * s) ^ 2 / (4 * b) = b * s ^ 2 := by
    rw [div_eq_iff (by positivity)]; ring
  rw [h1, h2, landau]
  ring
```

For stationarity, let \(S\) be the square root in \(X\), so that \(8bX-3c=S\). Then
\[
16b(4bX^2-3cX+2a)=(8bX-3c)^2-9c^2+32ab=S^2-(9c^2-32ab)=0.
\]
The step `key` is this identity, and dividing by \(16b\) finishes the proof. The hypothesis \(32ab\le 9c^2\) keeps the root real.

```lean
/-- For `b > 0` and `32 a b ≤ 9 c²`, the ordered amplitude satisfies the stationarity
condition `4 b x² - 3 c x + 2 a = 0`. -/
theorem orderedAmplitude_stationary {a b c : ℝ} (hb : 0 < b) (h : 32 * a * b ≤ 9 * c ^ 2) :
    4 * b * orderedAmplitude a b c ^ 2 - 3 * c * orderedAmplitude a b c + 2 * a = 0 := by
  have hX : orderedAmplitude a b c * (8 * b) = 3 * c + √(9 * c ^ 2 - 32 * a * b) :=
    (eq_div_iff (by positivity)).mp rfl
  have hS := Real.sq_sqrt (sub_nonneg.mpr h)
  set X := orderedAmplitude a b c
  set S := √(9 * c ^ 2 - 32 * a * b)
  have key : 16 * b * (4 * b * X ^ 2 - 3 * c * X + 2 * a) = 0 := by
    linear_combination (8 * b * X + 3 * c + S - 6 * c) * hX + hS
  exact (mul_eq_zero.mp key).resolve_left (by positivity)
```

In the next theorem `hS` is the bound \(S>c\), `hlt` turns it into \(X>c/(2b)\), `gap` is the factorization of \(F(y)-F(X)\), and `hq` is the positivity of the bracket. If another \(x\ne X\) were an equilibrium, `gap` would make its free energy strictly larger than that of \(X\), a contradiction. Conversely, the same identity shows that \(X\) is a minimizer.

```lean
/-- For `b, c > 0` and `a < c²/(4b)`, the ordered amplitude is the unique equilibrium,
and it exceeds `c/(2b)`. -/
theorem ordered_phase {a b c : ℝ} (hb : 0 < b) (hc : 0 < c) (ha : a < c ^ 2 / (4 * b)) :
    (∀ x, IsEquilibrium a b c x ↔ x = orderedAmplitude a b c) ∧
      c / (2 * b) < orderedAmplitude a b c := by
  have ha' : a * (4 * b) < c ^ 2 := (lt_div_iff₀ (by positivity)).mp ha
  have hst := orderedAmplitude_stationary (a := a) (c := c) hb (by nlinarith [sq_nonneg c])
  have hX8 : orderedAmplitude a b c * (8 * b) = 3 * c + √(9 * c ^ 2 - 32 * a * b) :=
    (eq_div_iff (by positivity)).mp rfl
  have hS : c < √(9 * c ^ 2 - 32 * a * b) := (Real.lt_sqrt hc.le).mpr (by linarith)
  have hlt : c / (2 * b) < orderedAmplitude a b c := by
    rw [div_lt_iff₀ (by positivity)]
    linarith
  refine ⟨fun x => ?_, hlt⟩
  have hX : 0 < orderedAmplitude a b c := lt_trans (by positivity) hlt
  have hp : 0 < 2 * b * orderedAmplitude a b c - c := by linarith
  generalize orderedAmplitude a b c = X at *
  -- the excess free energy is a square times a positive factor
  have gap (y : ℝ) : landau a b c y - landau a b c X =
      (y - X) ^ 2 * (b * y ^ 2 + (2 * b * X - c) * y + X * (2 * b * X - c) / 2) := by
    unfold landau
    linear_combination (y ^ 2 - X ^ 2) / 2 * hst
  have hq (y : ℝ) (hy : 0 ≤ y) :
      0 < b * y ^ 2 + (2 * b * X - c) * y + X * (2 * b * X - c) / 2 := by
    have h1 := mul_nonneg hb.le (sq_nonneg y)
    have h2 := mul_nonneg hp.le hy
    have h3 := mul_pos hX hp
    linarith
  constructor
  · rintro ⟨hx, h⟩
    by_contra hne
    have hsq : 0 < (x - X) ^ 2 := by
      have := sub_ne_zero.mpr hne
      positivity
    linarith [mul_pos hsq (hq x hx), gap x, h X hX.le]
  · rintro rfl
    exact ⟨hX.le, fun y hy => by linarith [mul_nonneg (sq_nonneg (y - x)) (hq y hy).le, gap y]⟩
```

Q: And the statement covering all three regimes?

A: It is a conjunction of three implications, one for each position of \(a\) relative to \(a_c\). Each "if and only if" says which amplitudes are equilibria and that there are no others. The first two parts use the completed square: `hnn` records \(F\ge0\) for \(a\ge a_c\), and at equality a vanishing product forces \(x=0\) or \(x=c/(2b)\). The third part quotes `ordered_phase`.

```lean
/-- First-order transition for `b, c > 0`: above `a = c²/(4b)` the only equilibrium is `0`, at
equality the equilibria are exactly `0` and `c/(2b)`, and below it there is exactly one
equilibrium, which exceeds `c/(2b)`. -/
theorem first_order_transition {b c : ℝ} (hb : 0 < b) (hc : 0 < c) (a : ℝ) :
    (c ^ 2 / (4 * b) < a → ∀ x, IsEquilibrium a b c x ↔ x = 0) ∧
    (a = c ^ 2 / (4 * b) → ∀ x, IsEquilibrium a b c x ↔ x = 0 ∨ x = c / (2 * b)) ∧
    (a < c ^ 2 / (4 * b) → ∃ X, c / (2 * b) < X ∧ ∀ x, IsEquilibrium a b c x ↔ x = X) := by
  have h0 : landau a b c 0 = 0 := by simp [landau]
  have hsq (y : ℝ) : 0 ≤ b * (y - c / (2 * b)) ^ 2 := by positivity
  have hnn (h : c ^ 2 / (4 * b) ≤ a) (y : ℝ) : 0 ≤ landau a b c y := by
    rw [landau_eq_square hb]
    exact mul_nonneg (sq_nonneg y) (by linarith [hsq y])
  refine ⟨fun ha x => ⟨?_, ?_⟩, fun ha x => ⟨?_, ?_⟩, fun ha => ?_⟩
  · rintro ⟨hx, h⟩
    by_contra hne
    have hpos : 0 < x ^ 2 := by positivity
    have h1 := h 0 le_rfl
    rw [h0, landau_eq_square hb] at h1
    linarith [mul_pos hpos (by linarith [hsq x] :
      0 < (a - c ^ 2 / (4 * b)) + b * (x - c / (2 * b)) ^ 2)]
  · rintro rfl
    exact ⟨le_rfl, fun y _ => h0.le.trans (hnn ha.le y)⟩
  · rintro ⟨hx, h⟩
    have h1 : landau a b c x = 0 := le_antisymm ((h 0 le_rfl).trans h0.le) (hnn ha.ge x)
    rw [landau_eq_square hb, sub_eq_zero.mpr ha, zero_add] at h1
    rcases mul_eq_zero.mp h1 with h2 | h2
    · exact Or.inl ((pow_eq_zero_iff two_ne_zero).mp h2)
    · have h3 := (mul_eq_zero.mp h2).resolve_left hb.ne'
      exact Or.inr (sub_eq_zero.mp ((pow_eq_zero_iff two_ne_zero).mp h3))
  · rintro (rfl | rfl)
    · exact ⟨le_rfl, fun y _ => h0.le.trans (hnn ha.ge y)⟩
    · refine ⟨by positivity, fun y _ => le_trans (le_of_eq ?_) (hnn ha.ge y)⟩
      rw [landau_eq_square hb, sub_eq_zero.mpr ha, sub_self]
      ring
  · exact ⟨_, (ordered_phase hb hc ha).2, (ordered_phase hb hc ha).1⟩
```

Q: A jump in the minimizer is suggestive, but I call a transition first order when the free energy has a kink.

A: That is proved too. Let \(E(a)\) be the minimal free energy. Above \(a_c\) it is zero, so its right slope at \(a_c\) is \(0\). Along the ordered branch,
\[
\frac{d}{da}F(a,X(a))=X^2+\frac{\partial F}{\partial x}\Big|_{x=X}\frac{dX}{da}=X^2,
\]
because \(X\) is stationary. At \(a_c\) the square root equals \(c\), so \(X=c/(2b)\) and the left slope is \((c/(2b))^2>0\). If \(a\) rises linearly with temperature while \(b\) and \(c\) stay fixed, this difference of slopes gives an entropy jump proportional to it, hence a latent heat.

The derivative along the branch comes first. The proof obtains some derivative `d` of \(X(a)\), applies the product rule, and uses stationarity to remove every term containing `d`.

```lean
/-- For `b > 0` and `32 a b < 9 c²`, the free energy evaluated at `orderedAmplitude a b c` has
derivative with respect to `a` equal to `orderedAmplitude a b c ^ 2`. -/
theorem ordered_energy_hasDerivAt {a b c : ℝ} (hb : 0 < b) (h : 32 * a * b < 9 * c ^ 2) :
    HasDerivAt (fun t => landau t b c (orderedAmplitude t b c))
      (orderedAmplitude a b c ^ 2) a := by
  have hin : DifferentiableAt ℝ (fun t : ℝ => 9 * c ^ 2 - 32 * t * b) a := by fun_prop
  obtain ⟨d, hX⟩ : ∃ d, HasDerivAt (fun t => orderedAmplitude t b c) d a :=
    ⟨_, (((hin.sqrt (sub_pos.mpr h).ne').const_add (3 * c)).div_const (8 * b)).hasDerivAt⟩
  have hfun : (fun t => landau t b c (orderedAmplitude t b c)) = fun t =>
      (orderedAmplitude t b c * orderedAmplitude t b c) * (t - c * orderedAmplitude t b c
        + b * (orderedAmplitude t b c * orderedAmplitude t b c)) := by
    funext t
    unfold landau
    ring
  rw [hfun]
  have h2 := hX.fun_mul hX
  have h3 := h2.fun_mul (((hasDerivAt_id' a).fun_sub (hX.const_mul c)).fun_add (h2.const_mul b))
  -- stationarity removes the contribution of the moving minimizer
  exact h3.congr_deriv (by
    linear_combination (orderedAmplitude a b c * d) * orderedAmplitude_stationary hb h.le)
```

This holds for \(32ab<9c^2\), a range that extends past \(a_c\), so the branch has an ordinary two-sided derivative there. The final theorem uses only its left half.

Q: What is the function `E` in that theorem? It looks like an extra assumption.

A: It is any function that equals the free energy at every equilibrium. The three-regime theorem supplies an equilibrium for each \(a\), and all minimizers at a given \(a\) share one value, so `hE` simply identifies `E` as the minimal free energy. The proof replaces `E` by the ordered branch on the left (`hleft`) and by zero on the right (`hright`), including the point \(a_c\) in both cases. `HasDerivWithinAt` on `Set.Iic` and `Set.Ici` expresses the left and right derivatives.

```lean
/-- For `b, c > 0`, the equilibrium free energy `E`, as a function of `a`, has left derivative
`(c/(2b))²` and right derivative `0` at `a = c²/(4b)`. -/
theorem equilibrium_energy_kink {b c : ℝ} (hb : 0 < b) (hc : 0 < c) (E : ℝ → ℝ)
    (hE : ∀ a x, IsEquilibrium a b c x → E a = landau a b c x) :
    HasDerivWithinAt E ((c / (2 * b)) ^ 2) (Set.Iic (c ^ 2 / (4 * b))) (c ^ 2 / (4 * b)) ∧
    HasDerivWithinAt E 0 (Set.Ici (c ^ 2 / (4 * b))) (c ^ 2 / (4 * b)) := by
  have hq : c ^ 2 / (4 * b) * (4 * b) = c ^ 2 := (eq_div_iff (by positivity)).mp rfl
  have hD : 9 * c ^ 2 - 32 * (c ^ 2 / (4 * b)) * b = c ^ 2 := by linear_combination -8 * hq
  have hX : orderedAmplitude (c ^ 2 / (4 * b)) b c = c / (2 * b) := by
    rw [orderedAmplitude, hD, Real.sqrt_sq hc.le,
      div_eq_div_iff (by positivity) (by positivity)]
    ring
  have hleft : ∀ a ∈ Set.Iic (c ^ 2 / (4 * b)),
      E a = landau a b c (orderedAmplitude a b c) := by
    intro a ha
    apply hE
    rcases lt_or_eq_of_le (Set.mem_Iic.mp ha) with h | h
    · exact ((ordered_phase hb hc h).1 _).mpr rfl
    · exact ((first_order_transition hb hc a).2.1 h _).mpr (Or.inr (by rw [h, hX]))
  have hright : ∀ a ∈ Set.Ici (c ^ 2 / (4 * b)), E a = 0 := by
    intro a ha
    have h0 : IsEquilibrium a b c 0 := by
      rcases lt_or_eq_of_le (Set.mem_Ici.mp ha) with h | h
      · exact ((first_order_transition hb hc a).1 h 0).mpr rfl
      · exact ((first_order_transition hb hc a).2.1 h.symm 0).mpr (Or.inl rfl)
    rw [hE a 0 h0]
    simp [landau]
  constructor
  · have hd := ordered_energy_hasDerivAt (a := c ^ 2 / (4 * b)) (c := c) hb
      (by linarith [pow_pos hc 2])
    rw [hX] at hd
    exact hd.hasDerivWithinAt.congr hleft (hleft _ (Set.mem_Iic.mpr le_rfl))
  · exact (hasDerivWithinAt_const _ _ (0 : ℝ)).congr hright (hright _ (Set.mem_Ici.mpr le_rfl))

end

end GaugeFluctuationTransition
```

```lean
#print axioms GaugeFluctuationTransition.gaugeForce_tendsto
#print axioms GaugeFluctuationTransition.first_order_transition
#print axioms GaugeFluctuationTransition.equilibrium_energy_kink
```

```
'GaugeFluctuationTransition.gaugeForce_tendsto' depends on axioms: [propext, Classical.choice, Quot.sound]
'GaugeFluctuationTransition.first_order_transition' depends on axioms: [propext, Classical.choice, Quot.sound]
'GaugeFluctuationTransition.equilibrium_energy_kink' depends on axioms: [propext, Classical.choice, Quot.sound]
```

Q: So what may I conclude about a superconductor?

A: For a spatially uniform condensate whose own amplitude fluctuations are neglected, a gauge-induced cubic of this sign makes the pairing amplitude jump by \(c/(2b)\) at \(a_c\), with a kink in the free energy. Vortices, spatial variation and critical fluctuations of the order parameter are absent from the model, so the theorems do not decide the order of the transition where those matter.
